# Independent projectors with Hermitian couplings can be mixed into orthonormal projectors with real diagonal couplings

An ultrasoft or projector augmented-wave description of an atom often uses two or more partial waves in the same angular momentum channel. Their projectors generally overlap, and a matrix of couplings connects them. The choice of partial waves is partly a matter of convention: invertible linear combinations span the same space. How simple can the projectors and couplings be made by such a mixing?

## Mixing rules in a finite basis

Let the columns \(p_j\) of a complex matrix \(P\) be the projectors, written in a finite orthonormal basis. Let \(q\) be the square matrix of couplings, for instance the differences between all-electron and smooth partial-wave overlaps. The superscript \(\mathrm H\) denotes the conjugate transpose.

In the code, `n` labels the basis functions and `m` the projectors; both are finite index types.

In Lean 4 with Mathlib:

```lean
import Mathlib

open Matrix
open scoped ComplexOrder

namespace PartialWaveMixing

noncomputable section

variable {n m : Type*} [Fintype n] [Fintype m] [DecidableEq m]
```

If the smooth partial waves are the columns of \(\Phi\), with \(P^{\mathrm H}\Phi=1\), an invertible matrix \(M\) mixes them into \(\Phi M\). Mixing the projectors into \(P'=P(M^{\mathrm H})^{-1}\) preserves this duality, because \(P'^{\mathrm H}\Phi M=M^{-1}P^{\mathrm H}\Phi M=1\). The file takes this rule as a definition; the partial waves themselves do not appear in it.

```lean
/-- The projectors `P (Mᴴ)⁻¹` that accompany a mixing of the partial waves by an
invertible matrix `M`. -/
def mixProj (P : Matrix n m ℂ) (M : Matrix m m ℂ) : Matrix n m ℂ := P * (Mᴴ)⁻¹
```

The couplings are sesquilinear in the partial waves, so they become \(q'=M^{\mathrm H}qM\).

```lean
/-- The coupling matrix `Mᴴ q M` between partial waves mixed by `M`. -/
def mixCoupling (q M : Matrix m m ℂ) : Matrix m m ℂ := Mᴴ * q * M
```

Projectors and couplings enter the electronic problem through the nonlocal operator \(PqP^{\mathrm H}=\sum_{ij}p_i\,q_{ij}\,p_j^{\mathrm H}\).

```lean
/-- The nonlocal operator `P q Pᴴ` built from projectors `P` and couplings `q`. -/
def nonlocalOp (P : Matrix n m ℂ) (q : Matrix m m ℂ) : Matrix n n ℂ := P * q * Pᴴ
```

In the statements below, `IsUnit M` says that \(M\) is invertible, `LinearIndependent ℂ P.col` that the projectors are linearly independent, and `q.IsHermitian` that \(q^{\mathrm H}=q\). The type `d : m → ℝ` makes the diagonal couplings real.

## (a) Undoing the mixing

For invertible \(M\), show that
\[
(M^{\mathrm H})^{-1}M^{\mathrm H}=1,\qquad M\bigl((M^{\mathrm H})^{-1}\bigr)^{\mathrm H}=1 .
\]

**Solution.** Taking the adjoint of \(MM^{-1}=M^{-1}M=1\) shows that \(M^{\mathrm H}\) is invertible, which gives the first equation. The adjoint of the first equation, with \((AB)^{\mathrm H}=B^{\mathrm H}A^{\mathrm H}\), is the second. The code takes this adjoint in `h2`.

```lean
/-- For an invertible mixing `M`, the matrix `(Mᴴ)⁻¹` undoes `Mᴴ`, and its adjoint
undoes `M`. -/
theorem mixing_inverse {M : Matrix m m ℂ} (hM : IsUnit M) :
    (Mᴴ)⁻¹ * Mᴴ = 1 ∧ M * ((Mᴴ)⁻¹)ᴴ = 1 := by
  have hH : IsUnit Mᴴ := hM.star
  have h1 : (Mᴴ)⁻¹ * Mᴴ = 1 := nonsing_inv_mul _ ((isUnit_iff_isUnit_det _).1 hH)
  refine ⟨h1, ?_⟩
  have h2 := congrArg conjTranspose h1
  simpa only [conjTranspose_mul, conjTranspose_conjTranspose, conjTranspose_one] using h2
```

## (b) The operator under mixing

Show that every invertible mixing satisfies
\[
P'q'P'^{\mathrm H}=PqP^{\mathrm H}.
\]

**Solution.** Insert the definitions and regroup:
\[
P'q'P'^{\mathrm H}
=P\,\bigl[(M^{\mathrm H})^{-1}M^{\mathrm H}\bigr]\,q\,\bigl[M((M^{\mathrm H})^{-1})^{\mathrm H}\bigr]\,P^{\mathrm H}.
\]
Both brackets are 1 by (a). Neither independence nor Hermiticity is needed. The `calc` block has the same two steps.

```lean
omit [Fintype n] in
/-- An invertible mixing of the partial waves leaves the nonlocal operator unchanged. -/
theorem nonlocalOp_mix (P : Matrix n m ℂ) (q : Matrix m m ℂ) {M : Matrix m m ℂ}
    (hM : IsUnit M) :
    nonlocalOp (mixProj P M) (mixCoupling q M) = nonlocalOp P q := by
  obtain ⟨h1, h2⟩ := mixing_inverse hM
  unfold nonlocalOp mixProj mixCoupling
  calc P * (Mᴴ)⁻¹ * (Mᴴ * q * M) * (P * (Mᴴ)⁻¹)ᴴ
      = P * ((Mᴴ)⁻¹ * Mᴴ) * q * (M * ((Mᴴ)⁻¹)ᴴ) * Pᴴ := by
        simp only [conjTranspose_mul, Matrix.mul_assoc]
    _ = P * q * Pᴴ := by rw [h1, h2, Matrix.mul_one, Matrix.mul_one]
```

## (c) When the mixed projectors are orthonormal

For invertible \(M\), show that
\[
P'^{\mathrm H}P'=1\quad\Longleftrightarrow\quad MM^{\mathrm H}=P^{\mathrm H}P .
\]

**Solution.** Write \(S=P^{\mathrm H}P\) for the projector overlap matrix and \(W=(M^{\mathrm H})^{-1}\). Then \(P'^{\mathrm H}P'=W^{\mathrm H}SW\).

If this is 1, multiply by \(M\) on the left and \(M^{\mathrm H}\) on the right. Since \(MW^{\mathrm H}=1\) and \(WM^{\mathrm H}=1\), the result is \(MM^{\mathrm H}=S\).

Conversely, if \(S=MM^{\mathrm H}\), then \(W^{\mathrm H}SW=(W^{\mathrm H}M)(M^{\mathrm H}W)=1\). Here the products from (a) occur in reverse order, which is allowed for square matrices; `mul_eq_one_comm` supplies that fact.

```lean
/-- For an invertible mixing `M`, the mixed projectors are orthonormal exactly when
`M Mᴴ` equals the overlap matrix `Pᴴ P` of the original projectors. -/
theorem mixProj_orthonormal_iff (P : Matrix n m ℂ) {M : Matrix m m ℂ} (hM : IsUnit M) :
    (mixProj P M)ᴴ * mixProj P M = 1 ↔ M * Mᴴ = Pᴴ * P := by
  obtain ⟨h1, h2⟩ := mixing_inverse hM
  have e : (mixProj P M)ᴴ * mixProj P M = ((Mᴴ)⁻¹)ᴴ * (Pᴴ * P) * (Mᴴ)⁻¹ := by
    simp only [mixProj, conjTranspose_mul, Matrix.mul_assoc]
  rw [e]
  constructor
  · intro h
    calc M * Mᴴ = M * (((Mᴴ)⁻¹)ᴴ * (Pᴴ * P) * (Mᴴ)⁻¹) * Mᴴ := by rw [h, Matrix.mul_one]
      _ = (M * ((Mᴴ)⁻¹)ᴴ) * (Pᴴ * P) * ((Mᴴ)⁻¹ * Mᴴ) := by simp only [Matrix.mul_assoc]
      _ = Pᴴ * P := by rw [h1, h2, Matrix.one_mul, Matrix.mul_one]
  · intro h
    calc ((Mᴴ)⁻¹)ᴴ * (Pᴴ * P) * (Mᴴ)⁻¹
        = (((Mᴴ)⁻¹)ᴴ * M) * (Mᴴ * (Mᴴ)⁻¹) := by rw [← h]; simp only [Matrix.mul_assoc]
      _ = 1 := by rw [mul_eq_one_comm.1 h2, mul_eq_one_comm.1 h1, Matrix.one_mul]
```

## (d) Diagonalising a Hermitian matrix

For Hermitian \(A\), find a unitary \(V\) and real \(\lambda_i\) such that
\[
V^{\mathrm H}V=1,\qquad V^{\mathrm H}AV=\operatorname{diag}(\lambda_i).
\]

**Solution.** On a nonzero space \(A\) has a unit eigenvector \(v\), with \(Av=\lambda v\). Its eigenvalue \(\lambda=v^{\mathrm H}Av\) equals its own conjugate and is real. If \(w\) is orthogonal to \(v\), then \(v^{\mathrm H}Aw=(Av)^{\mathrm H}w=\lambda v^{\mathrm H}w=0\), so \(A\) preserves the orthogonal complement of \(v\). Repeating the argument there yields an orthonormal eigenbasis. With these vectors as the columns of \(V\), \(AV=V\operatorname{diag}(\lambda_i)\); multiply by \(V^{\mathrm H}\) from the left.

The code starts from Mathlib's spectral theorem, \(A=V\operatorname{diag}(\lambda_i)V^{\mathrm H}\), and multiplies from both sides.

```lean
/-- A Hermitian matrix is brought to the diagonal matrix of its real eigenvalues by a
unitary change of basis. -/
theorem hermitian_diagonalised {A : Matrix m m ℂ} (hA : A.IsHermitian) :
    ∃ V : Matrix m m ℂ, Vᴴ * V = 1 ∧
      Vᴴ * A * V = diagonal (fun i => (hA.eigenvalues i : ℂ)) := by
  have h := hA.spectral_theorem
  rw [Unitary.conjStarAlgAut_apply] at h
  have hV : (hA.eigenvectorUnitary : Matrix m m ℂ)ᴴ * hA.eigenvectorUnitary = 1 :=
    hA.eigenvectorUnitary.2.1
  refine ⟨hA.eigenvectorUnitary, hV, ?_⟩
  generalize (hA.eigenvectorUnitary : Matrix m m ℂ) = V at h hV ⊢
  refine (congrArg (fun X => Vᴴ * X * V) h).trans ?_
  change Vᴴ * (V * diagonal (fun i => (hA.eigenvalues i : ℂ)) * Vᴴ) * V = _
  generalize diagonal (fun i => (hA.eigenvalues i : ℂ)) = D
  calc Vᴴ * (V * D * Vᴴ) * V = (Vᴴ * V) * D * (Vᴴ * V) := by simp only [Matrix.mul_assoc]
    _ = D := by rw [hV, Matrix.one_mul, Matrix.mul_one]
```

## (e) Factoring the projector overlap

For linearly independent projectors, find an invertible \(L\) such that
\[
LL^{\mathrm H}=P^{\mathrm H}P .
\]

**Solution.** For a coefficient vector \(c\neq0\), independence gives \(c^{\mathrm H}Sc=\lVert Pc\rVert^2>0\). By (d), \(V^{\mathrm H}SV=\operatorname{diag}(s_i)\), and all \(s_i\) are positive. Put \(R=\operatorname{diag}(\sqrt{s_i})\) and \(L=VR\). Then
\[
LL^{\mathrm H}=VRR^{\mathrm H}V^{\mathrm H}=VV^{\mathrm H}S\,VV^{\mathrm H}=S .
\]
Since \(\det L\,\det L^{\mathrm H}=\det S\neq0\), \(L\) is invertible.

In the code, `hS` is the positivity, `hR` the square root and `hL` the displayed calculation; `hdet` carries the determinant argument.

```lean
/-- The overlap matrix of linearly independent projectors factors as `L Lᴴ` with `L`
invertible. -/
theorem overlap_factor (P : Matrix n m ℂ) (hP : LinearIndependent ℂ P.col) :
    ∃ L : Matrix m m ℂ, IsUnit L ∧ L * Lᴴ = Pᴴ * P := by
  have hS : (Pᴴ * P).PosDef :=
    PosDef.conjTranspose_mul_self P (mulVec_injective_iff.2 hP)
  obtain ⟨V, hV, hD⟩ := hermitian_diagonalised hS.isHermitian
  have hV' : V * Vᴴ = 1 := mul_eq_one_comm.1 hV
  -- the square root of the positive eigenvalues
  let R : Matrix m m ℂ := diagonal (fun i => ((√(hS.isHermitian.eigenvalues i) : ℝ) : ℂ))
  have hR : R * Rᴴ = Vᴴ * (Pᴴ * P) * V := by
    rw [hD, diagonal_conjTranspose, diagonal_mul_diagonal]
    refine congrArg diagonal (funext fun i => ?_)
    change ((√(hS.isHermitian.eigenvalues i) : ℝ) : ℂ) *
      star ((√(hS.isHermitian.eigenvalues i) : ℝ) : ℂ) = _
    rw [Complex.star_def, Complex.conj_ofReal, ← Complex.ofReal_mul,
      Real.mul_self_sqrt (hS.eigenvalues_pos i).le]
  have hL : (V * R) * (V * R)ᴴ = Pᴴ * P := by
    calc (V * R) * (V * R)ᴴ = V * (R * Rᴴ) * Vᴴ := by
          simp only [conjTranspose_mul, Matrix.mul_assoc]
      _ = (V * Vᴴ) * (Pᴴ * P) * (V * Vᴴ) := by rw [hR]; simp only [Matrix.mul_assoc]
      _ = Pᴴ * P := by rw [hV', Matrix.one_mul, Matrix.mul_one]
  refine ⟨V * R, ?_, hL⟩
  have hdet := (isUnit_iff_isUnit_det _).1 hS.isUnit
  rw [← hL, det_mul] at hdet
  exact (isUnit_iff_isUnit_det _).2 (isUnit_of_mul_isUnit_left hdet)
```

## (f) Orthonormal projectors and diagonal couplings together

For linearly independent projectors and Hermitian \(q\), find an invertible \(M\) and real \(d_i\) such that
\[
P'^{\mathrm H}P'=1,\qquad q'=\operatorname{diag}(d_i),\qquad P'q'P'^{\mathrm H}=PqP^{\mathrm H}.
\]

**Solution.** Take \(L\) from (e). The matrix \(L^{\mathrm H}qL\) is Hermitian, so (d) gives a new unitary \(V\) with \(V^{\mathrm H}L^{\mathrm H}qLV=\operatorname{diag}(d_i)\). Set \(M=LV\), a product of invertible matrices. Then
\[
MM^{\mathrm H}=LVV^{\mathrm H}L^{\mathrm H}=LL^{\mathrm H}=S,
\]
so the projectors are orthonormal by (c). The couplings are \(M^{\mathrm H}qM=\operatorname{diag}(d_i)\) by construction, and (b) preserves the operator. The final `refine` assembles these facts.

Both hypotheses matter. With the dependent projectors \(P=\begin{pmatrix}1&1\end{pmatrix}\), \(P'\) has two columns in a one-dimensional space, and they cannot be orthonormal. Projectors that satisfy the duality \(P^{\mathrm H}\Phi=1\) are always independent, because \(Pc=0\) gives \(c^{\mathrm H}=c^{\mathrm H}P^{\mathrm H}\Phi=(Pc)^{\mathrm H}\Phi=0\); the theorem assumes only the independence. With \(P=(1)\) and the non-Hermitian \(q=(i)\), every mixing gives \(q'=(|M|^2 i)\), which is not real.

The theorem treats one coupling matrix. It does not provide a mixing that also diagonalises a second one, such as the Hamiltonian couplings that accompany the overlap couplings.

```lean
/-- For linearly independent projectors and Hermitian couplings, some invertible mixing
makes the projectors orthonormal and the couplings real and diagonal, with the same
nonlocal operator. -/
theorem exists_diagonal_mixing (P : Matrix n m ℂ) (q : Matrix m m ℂ)
    (hP : LinearIndependent ℂ P.col) (hq : q.IsHermitian) :
    ∃ (M : Matrix m m ℂ) (d : m → ℝ), IsUnit M ∧
      (mixProj P M)ᴴ * mixProj P M = 1 ∧
      mixCoupling q M = diagonal (fun i => (d i : ℂ)) ∧
      nonlocalOp (mixProj P M) (mixCoupling q M) = nonlocalOp P q := by
  obtain ⟨L, hL, hLL⟩ := overlap_factor P hP
  -- couplings between the orthonormalised projectors
  have hA : (Lᴴ * q * L).IsHermitian := by
    change (Lᴴ * q * L)ᴴ = Lᴴ * q * L
    simp only [conjTranspose_mul, conjTranspose_conjTranspose, hq.eq, Matrix.mul_assoc]
  obtain ⟨V, hV, hD⟩ := hermitian_diagonalised hA
  have hV' : V * Vᴴ = 1 := mul_eq_one_comm.1 hV
  have hM : IsUnit (L * V) := hL.mul (IsUnit.of_mul_eq_one _ hV')
  refine ⟨L * V, hA.eigenvalues, hM, (mixProj_orthonormal_iff P hM).2 ?_, ?_,
    nonlocalOp_mix P q hM⟩
  · calc (L * V) * (L * V)ᴴ = L * (V * Vᴴ) * Lᴴ := by
          simp only [conjTranspose_mul, Matrix.mul_assoc]
      _ = Pᴴ * P := by rw [hV', Matrix.mul_one, hLL]
  · rw [← hD]
    simp only [mixCoupling, conjTranspose_mul, Matrix.mul_assoc]
```

## (g) The mixed projectors as eigenvectors

Suppose an invertible \(M\) gives orthonormal \(P'\) and \(q'=\operatorname{diag}(d_i)\), as in (f). Show that
\[
(PqP^{\mathrm H})P'=P'\operatorname{diag}(d_i).
\]

**Solution.** By (b), the left side is \(P'\operatorname{diag}(d_i)P'^{\mathrm H}P'\), and \(P'^{\mathrm H}P'=1\). Column \(i\) says that the unit vector \(p'_i\) is an eigenvector with eigenvalue \(d_i\). In this finite-basis model, a separable nonlocal term in an electronic-structure calculation can thus be applied as \(\sum_i d_i\,p'_ip_i'^{\mathrm H}\), with one real strength per projector. The code rewrites with the same two facts.

```lean
/-- If an invertible mixing makes the projectors orthonormal and the couplings real and diagonal,
each mixed projector is an eigenvector of the nonlocal operator, with its diagonal coupling as
eigenvalue. -/
theorem nonlocalOp_eigenvectors (P : Matrix n m ℂ) (q : Matrix m m ℂ) {M : Matrix m m ℂ}
    {d : m → ℝ} (hM : IsUnit M) (ho : (mixProj P M)ᴴ * mixProj P M = 1)
    (hd : mixCoupling q M = diagonal (fun i => (d i : ℂ))) :
    nonlocalOp P q * mixProj P M = mixProj P M * diagonal (fun i => (d i : ℂ)) := by
  rw [← nonlocalOp_mix P q hM, hd, nonlocalOp, Matrix.mul_assoc, ho, Matrix.mul_one]
```

## (h) The diagonal couplings from the original data

Under the assumptions of (g), show for every complex \(x\) that
\[
\det\bigl(x\,1-qP^{\mathrm H}P\bigr)=\prod_i(x-d_i).
\]

**Solution.** By (c), \(S=MM^{\mathrm H}\), hence
\[
M^{\mathrm H}(x\,1-qS)=x\,M^{\mathrm H}-(M^{\mathrm H}qM)M^{\mathrm H}
=\operatorname{diag}(x-d_i)\,M^{\mathrm H}.
\]
Take determinants and cancel \(\det M^{\mathrm H}\neq0\). The numbers \(d_i\) are therefore fixed, up to order, by \(P\) and \(q\). The matrix identity is `key` in the code, and the last line cancels the determinant.

```lean
/-- If an invertible mixing makes the projectors orthonormal and the couplings real and diagonal,
the diagonal couplings are the roots, with multiplicity, of the secular determinant of `q Pᴴ P`. -/
theorem secular_determinant (P : Matrix n m ℂ) (q : Matrix m m ℂ) {M : Matrix m m ℂ}
    {d : m → ℝ} (hM : IsUnit M) (ho : (mixProj P M)ᴴ * mixProj P M = 1)
    (hd : mixCoupling q M = diagonal (fun i => (d i : ℂ))) (x : ℂ) :
    (x • (1 : Matrix m m ℂ) - q * (Pᴴ * P)).det = ∏ i, (x - (d i : ℂ)) := by
  have hS := (mixProj_orthonormal_iff P hM).1 ho
  have hx : diagonal (fun i => x - (d i : ℂ)) = x • (1 : Matrix m m ℂ) - Mᴴ * q * M := by
    change _ = x • (1 : Matrix m m ℂ) - mixCoupling q M
    rw [hd, smul_one_eq_diagonal, diagonal_sub]
  -- `Mᴴ` carries `q Pᴴ P` into the diagonal couplings
  have key : Mᴴ * (x • (1 : Matrix m m ℂ) - q * (Pᴴ * P))
      = diagonal (fun i => x - (d i : ℂ)) * Mᴴ := by
    rw [hx, ← hS, Matrix.mul_sub, Matrix.sub_mul, Matrix.mul_smul, Matrix.smul_mul,
      Matrix.mul_one, Matrix.one_mul]
    simp only [Matrix.mul_assoc]
  have hH : IsUnit Mᴴ := hM.star
  have h := congrArg det key
  rw [det_mul, det_mul, det_diagonal, mul_comm] at h
  exact mul_right_cancel₀ ((isUnit_iff_isUnit_det _).1 hH).ne_zero h

end

end PartialWaveMixing
```

```lean
#print axioms PartialWaveMixing.exists_diagonal_mixing
-- 'PartialWaveMixing.exists_diagonal_mixing' depends on axioms: [propext, Classical.choice, Quot.sound]
#print axioms PartialWaveMixing.nonlocalOp_eigenvectors
-- 'PartialWaveMixing.nonlocalOp_eigenvectors' depends on axioms: [propext, Classical.choice, Quot.sound]
#print axioms PartialWaveMixing.secular_determinant
-- 'PartialWaveMixing.secular_determinant' depends on axioms: [propext, Classical.choice, Quot.sound]
```

## Two overlapping projectors in three dimensions

Take \(p_1=(1,1,0)^{\mathrm T}\), \(p_2=(0,1,1)^{\mathrm T}\) and
\[
q=\begin{pmatrix}0&1\\1&0\end{pmatrix},\qquad
S=\begin{pmatrix}2&1\\1&2\end{pmatrix},\qquad
qS=\begin{pmatrix}1&2\\2&1\end{pmatrix}.
\]
The secular determinant is \((x-1)^2-4=(x-3)(x+1)\), so the diagonal couplings are \(3\) and \(-1\), whereas the eigenvalues of \(q\) itself are \(\pm1\). Read this \(q\) as a matrix of Hamiltonian couplings in arbitrary units: as overlap couplings it would be inadmissible, because the value \(-1\) would make the overlap operator \(1+PqP^{\mathrm H}\) singular. A suitable mixing is
\[
M=\frac1{\sqrt2}\begin{pmatrix}\sqrt3&1\\\sqrt3&-1\end{pmatrix},
\]
for which \(MM^{\mathrm H}=S\) and \(M^{\mathrm H}qM=\operatorname{diag}(3,-1)\). The new projectors are \(p'_1=(1,2,1)^{\mathrm T}/\sqrt6\) and \(p'_2=(1,0,-1)^{\mathrm T}/\sqrt2\), and both forms of the operator agree:
\[
3\,p'_1p_1'^{\mathrm H}-p'_2p_2'^{\mathrm H}
=\begin{pmatrix}0&1&1\\1&2&1\\1&1&0\end{pmatrix}
=p_1p_2^{\mathrm H}+p_2p_1^{\mathrm H}.
\]
